# The local repulsion in a doped layer with $\varepsilon(q)=1+r_0q+k/q$ drops by $k\ln(1/k)$ to leading order at small $k$

Two electrons in an atomically thin semiconductor repel each other through an interaction that the layer itself screens. Doping adds mobile carriers, which screen it further. How fast does the repulsion at zero distance fall when this additional screening is weak?

Let the layer have polarizability length $r_0>0$, and let the carriers contribute a screening wavevector $k>0$. At in-plane wavevector $q$, in units where the bare repulsion is $2\pi/q$, the screened interaction is

$$W_k(q)=\frac{2\pi}{q\,\varepsilon(q)},\qquad \varepsilon(q)=1+r_0q+\frac kq .$$

The undoped interaction is $W_0$. The zero-distance value of each interaction is a logarithmically divergent integral, but their difference is finite:

$$D(k)=\int_0^\infty \frac{q\,dq}{2\pi}\,\bigl(W_0(q)-W_k(q)\bigr)=\int_0^\infty\left(\frac1{1+r_0q}-\frac q{q+r_0q^2+k}\right)dq .$$

The claim is that $D(k)/(k\ln(1/k))\to1$ as $k$ decreases to 0, at fixed $r_0$. Hence $D(k)/k\to\infty$: at sufficiently small $k$ the drop exceeds any fixed multiple of $k$.

In the Bethe-Salpeter equation the statically screened interaction also binds electron and hole. The result concerns only the change of its zero-distance value on doping in this one-layer model, not an exciton binding energy. Within the model, a straight-line extrapolation of $D$ to $k=0$ misses an infinite slope.

## Two elementary integrals enclose the drop

Over a common denominator, the numerator of the integrand is $q+r_0q^2+k-q(1+r_0q)=k$, so

$$D(k)=\int_0^\infty\frac{k\,dq}{(1+r_0q)(q+r_0q^2+k)} .$$

The second factor satisfies

$$q+k\;\le\; q+r_0q^2+k\;\le\;(1+r_0q)(q+k),$$

where the right-hand gap is $r_0qk$. The integrand therefore lies between $k/((1+r_0q)^2(q+k))$ and $k/((1+r_0q)(q+k))$.

Take $r_0k<1$ and write $a=1-r_0k$ and $L=\ln(1/(r_0k))$. Partial fractions give

$$\frac1{(1+r_0q)(q+k)}=\frac1a\left(\frac1{q+k}-\frac{r_0}{1+r_0q}\right),$$

with primitive $F(q)=\frac1a\ln\frac{q+k}{1+r_0q}$. It runs from $\frac1a\ln k$ at $q=0$ to $\frac1a\ln\frac1{r_0}$ at infinity, so the integral is $L/a$. Dividing the same identity by $1+r_0q$ gives

$$\frac1{(1+r_0q)^2(q+k)}=\frac1a\left(\frac1{(1+r_0q)(q+k)}-\frac{r_0}{(1+r_0q)^2}\right),$$

with primitive $\frac1a\bigl(F(q)+\frac1{1+r_0q}\bigr)$ and integral $\frac1a(L/a-1)$. Therefore

$$\frac ka\left(\frac La-1\right)\le D(k)\le\frac{kL}a .$$

Now let $\ell=\ln(1/k)$, so that $L=\ell-\ln r_0$. For $k<1$ and $r_0k<1$, division by $k\ell>0$ gives

$$\frac1a\left(\frac{1-\ln r_0/\ell}a-\frac1\ell\right)\le\frac{D(k)}{k\ell}\le\frac{1-\ln r_0/\ell}a .$$

As $k\to0$, $a\to1$ and $\ell\to\infty$, so both sides tend to 1. Multiplying the ratio by $\ell$ gives $D(k)/k\to\infty$.

Here $k$ and $r_0$ are numbers in one fixed length unit. Changing the unit shifts $\ell$ by a constant, which does not affect the leading behaviour.

The limiting case $r_0=0$ behaves differently. The integrand becomes $k/(q+k)$, whose integral up to $Q$ is $k\ln(1+Q/k)$ and diverges as $Q\to\infty$. So $r_0\ge0$ would not be enough: the polarizability of the layer makes the drop finite.

## The interaction and its drop in Lean

```lean
import Mathlib

open Set Filter MeasureTheory Topology

namespace DopedLayerScreening

noncomputable section
```

All quantities are real numbers. The dielectric function is static and isotropic, and `k` is a parameter independent of `q`.

```lean
/-- Dielectric function of a doped layer with polarizability length `r0` and doping screening
wavevector `k`, at wavevector `q > 0`. -/
def dielectric (r0 k q : ℝ) : ℝ := 1 + r0 * q + k / q

/-- Two-dimensional Coulomb repulsion `2π/q` divided by the dielectric function, for `q > 0`,
`r0 ≥ 0` and `k ≥ 0`. -/
def screened (r0 k q : ℝ) : ℝ := 2 * Real.pi / (q * dielectric r0 k q)
```

Setting `k` to zero in `screened` gives the undoped interaction. The drop is defined from the two interactions, with `Ioi 0` denoting the half-line $q>0$.

```lean
/-- Drop of the local (zero-distance) repulsion on doping: the undoped minus the doped interaction,
integrated over the plane of wavevectors with radial measure `q dq / 2π`, for `r0 > 0` and `k ≥ 0`.
-/
def localDrop (r0 k : ℝ) : ℝ :=
  ∫ q in Ioi (0 : ℝ), q / (2 * Real.pi) * (screened r0 0 q - screened r0 k q)
```

The step to a real layer is the identification of `k` with its doping: the carriers must respond as $k/q$ at all wavevectors that matter in the integral, with $k$ vanishing as they are removed. The second condition fails for a parabolic band at zero temperature, where the Thomas-Fermi value of $k$ does not depend on the carrier density. The logarithm comes from the range between $k$ and $1/r_0$.

The function $F$ of the derivation is called `logPrimitive`.

```lean
/-- A primitive in `q` of `1/((1 + r0 q)(q + k))`, for `r0, k > 0`, `r0 k ≠ 1` and `q ≥ 0`. -/
def logPrimitive (r0 k q : ℝ) : ℝ :=
  (Real.log (q + k) - Real.log (1 + r0 * q)) / (1 - r0 * k)
```

## From the integrand to explicit bounds

The first theorem puts the integrand over a common denominator. The equations `e0` and `e` compute $q\,\varepsilon(q)$ without and with doping.

```lean
/-- For positive `r0`, `k` and `q`, the contribution of wavevector `q` to the drop is
`k/((1 + r0 q)(q + r0 q² + k))`. -/
theorem drop_integrand {r0 k q : ℝ} (hr : 0 < r0) (hk : 0 < k) (hq : 0 < q) :
    q / (2 * Real.pi) * (screened r0 0 q - screened r0 k q)
      = k / ((1 + r0 * q) * (q + r0 * q ^ 2 + k)) := by
  have e0 : q * dielectric r0 0 q = q * (1 + r0 * q) := by
    unfold dielectric
    rw [zero_div, add_zero]
  have e : q * dielectric r0 k q = q + r0 * q ^ 2 + k := by
    have h : k / q * q = k := div_mul_cancel₀ k hq.ne'
    unfold dielectric
    linear_combination h
  have h1 : 1 + r0 * q ≠ 0 := by positivity
  have h2 : q + r0 * q ^ 2 + k ≠ 0 := by positivity
  have h3 := Real.pi_ne_zero
  unfold screened
  rw [e0, e]
  field_simp
  ring
```

The next theorem gives convergence (`IntegrableOn`) and the value of both comparison integrals. The facts `d1` and `d2` differentiate the two primitives, and `l1` and `l2` give their limits at infinity. For `l1`, the argument of the logarithm is written as $\frac1{r_0}+\frac{k-1/r_0}{1+r_0q}$. Since the integrands are nonnegative, a finite limit of the primitive yields both convergence and the value.

```lean
/-- For `r0, k > 0` with `r0 k < 1`, the function `1/((1 + r0 q)(q + k))` is integrable over
`q > 0`, with integral `ln(1/(r0 k))/(1 - r0 k)`; with the first factor squared it is integrable
with integral `(ln(1/(r0 k))/(1 - r0 k) - 1)/(1 - r0 k)`. -/
theorem comparison_integrals {r0 k : ℝ} (hr : 0 < r0) (hk : 0 < k) (h : r0 * k < 1) :
    (IntegrableOn (fun q => 1 / ((1 + r0 * q) * (q + k))) (Ioi 0) ∧
      ∫ q in Ioi (0 : ℝ), 1 / ((1 + r0 * q) * (q + k))
        = Real.log (1 / (r0 * k)) / (1 - r0 * k)) ∧
    (IntegrableOn (fun q => 1 / ((1 + r0 * q) ^ 2 * (q + k))) (Ioi 0) ∧
      ∫ q in Ioi (0 : ℝ), 1 / ((1 + r0 * q) ^ 2 * (q + k))
        = (Real.log (1 / (r0 * k)) / (1 - r0 * k) - 1) / (1 - r0 * k)) := by
  have ha : 1 - r0 * k ≠ 0 := (sub_pos.2 h).ne'
  have dlin : ∀ q : ℝ, HasDerivAt (fun q => 1 + r0 * q) r0 q := fun q =>
    (((hasDerivAt_id' q).const_mul r0).const_add 1).congr_deriv (mul_one r0)
  -- the two primitives
  have d1 : ∀ q ∈ Ici (0 : ℝ),
      HasDerivAt (logPrimitive r0 k) (1 / ((1 + r0 * q) * (q + k))) q := by
    intro q hq
    have hq0 : 0 ≤ q := hq
    have h1 : 1 + r0 * q ≠ 0 := by positivity
    have h2 : q + k ≠ 0 := by positivity
    have d := ((((hasDerivAt_id' q).add_const k).log h2).fun_sub
      ((dlin q).log h1)).div_const (1 - r0 * k)
    refine HasDerivAt.congr_deriv d ?_
    rw [div_eq_iff ha]
    field_simp
    ring
  have d2 : ∀ q ∈ Ici (0 : ℝ),
      HasDerivAt (fun q => (logPrimitive r0 k q + (1 + r0 * q)⁻¹) / (1 - r0 * k))
        (1 / ((1 + r0 * q) ^ 2 * (q + k))) q := by
    intro q hq
    have hq0 : 0 ≤ q := hq
    have h1 : 1 + r0 * q ≠ 0 := by positivity
    have h2 : q + k ≠ 0 := by positivity
    have d3 : HasDerivAt (fun q => (1 + r0 * q)⁻¹) (-r0 / (1 + r0 * q) ^ 2) q :=
      (dlin q).inv h1
    refine HasDerivAt.congr_deriv (((d1 q hq).fun_add d3).div_const (1 - r0 * k)) ?_
    field_simp
    ring
  -- their limits at large wavevector
  have hi : Tendsto (fun q : ℝ => (1 + r0 * q)⁻¹) atTop (𝓝 0) :=
    tendsto_inv_atTop_zero.comp
      (tendsto_atTop_add_const_left _ 1 (tendsto_id.const_mul_atTop hr))
  have l1 : Tendsto (logPrimitive r0 k) atTop (𝓝 (Real.log (1 / r0) / (1 - r0 * k))) := by
    have t := (hi.const_mul (k - 1 / r0)).const_add (1 / r0)
    rw [mul_zero, add_zero] at t
    refine Tendsto.div_const ((t.log (by positivity)).congr' ?_) _
    filter_upwards [eventually_gt_atTop 0] with q hq
    have h1 : 1 + r0 * q ≠ 0 := by positivity
    have h2 : q + k ≠ 0 := by positivity
    rw [← Real.log_div h2 h1]
    congr 1
    field_simp
    ring
  have l2 := (l1.add hi).div_const (1 - r0 * k)
  have p1 : ∀ q ∈ Ioi (0 : ℝ), 0 ≤ 1 / ((1 + r0 * q) * (q + k)) := by
    intro q hq
    have hq0 : 0 < q := hq
    positivity
  have p2 : ∀ q ∈ Ioi (0 : ℝ), 0 ≤ 1 / ((1 + r0 * q) ^ 2 * (q + k)) := by
    intro q hq
    have hq0 : 0 < q := hq
    positivity
  have z : logPrimitive r0 k 0 = Real.log k / (1 - r0 * k) := by
    simp only [logPrimitive, zero_add, mul_zero, add_zero, Real.log_one, sub_zero]
  have hL : Real.log (1 / (r0 * k)) = Real.log (1 / r0) - Real.log k := by
    rw [one_div, one_div, Real.log_inv, Real.log_inv, Real.log_mul hr.ne' hk.ne']
    ring
  refine ⟨⟨integrableOn_Ioi_deriv_of_nonneg' d1 p1 l1, ?_⟩,
    ⟨integrableOn_Ioi_deriv_of_nonneg' d2 p2 l2, ?_⟩⟩
  · rw [integral_Ioi_of_hasDerivAt_of_nonneg' d1 p1 l1, z, hL]
    ring
  · rw [integral_Ioi_of_hasDerivAt_of_nonneg' d2 p2 l2, z, hL, mul_zero, add_zero, add_zero,
      inv_one]
    ring
```

The integral defining $D$ then converges because its integrand is dominated by $k$ times the first comparison function.

```lean
/-- For `r0, k > 0` with `r0 k < 1`, the integral that defines the drop converges. -/
theorem drop_integrable {r0 k : ℝ} (hr : 0 < r0) (hk : 0 < k) (h : r0 * k < 1) :
    IntegrableOn (fun q => q / (2 * Real.pi) * (screened r0 0 q - screened r0 k q))
      (Ioi 0) := by
  have hF : IntegrableOn (fun q => k / ((1 + r0 * q) * (q + r0 * q ^ 2 + k))) (Ioi 0) := by
    have hm : Measurable (fun q : ℝ => k / ((1 + r0 * q) * (q + r0 * q ^ 2 + k))) := by
      fun_prop
    refine Integrable.mono' ((comparison_integrals hr hk h).1.1.const_mul k)
      hm.aestronglyMeasurable
      ((ae_restrict_iff' measurableSet_Ioi).2 (ae_of_all _ fun q hq => ?_))
    have hq0 : 0 < q := hq
    rw [Real.norm_of_nonneg (by positivity), mul_one_div]
    refine div_le_div_of_nonneg_left hk.le (by positivity)
      (mul_le_mul_of_nonneg_left ?_ (by positivity))
    nlinarith [mul_pos hr (pow_pos hq0 2)]
  exact hF.congr_fun (fun q hq => (drop_integrand hr hk hq).symm) measurableSet_Ioi
```

The bounds follow by integrating the pointwise inequalities with `setIntegral_mono_on`. In the lower bound, the `ring` identity is the gap $r_0qk$ multiplied by $1+r_0q$.

```lean
/-- Explicit lower and upper bounds on the drop of the local repulsion, for `r0, k > 0` with
`r0 k < 1`. -/
theorem drop_bounds {r0 k : ℝ} (hr : 0 < r0) (hk : 0 < k) (h : r0 * k < 1) :
    k * ((Real.log (1 / (r0 * k)) / (1 - r0 * k) - 1) / (1 - r0 * k)) ≤ localDrop r0 k ∧
      localDrop r0 k ≤ k * (Real.log (1 / (r0 * k)) / (1 - r0 * k)) := by
  obtain ⟨⟨i1, v1⟩, ⟨i2, v2⟩⟩ := comparison_integrals hr hk h
  have i := drop_integrable hr hk h
  rw [← v2, ← v1, ← integral_const_mul, ← integral_const_mul]
  constructor
  · refine setIntegral_mono_on (i2.const_mul k) i measurableSet_Ioi fun q hq => ?_
    have hq0 : 0 < q := hq
    rw [drop_integrand hr hk hq0, mul_one_div]
    refine div_le_div_of_nonneg_left hk.le (by positivity) ?_
    have hp : 0 ≤ (1 + r0 * q) * (r0 * q * k) := by positivity
    linarith [show (1 + r0 * q) ^ 2 * (q + k) - (1 + r0 * q) * (q + r0 * q ^ 2 + k)
      = (1 + r0 * q) * (r0 * q * k) by ring]
  · refine setIntegral_mono_on i (i1.const_mul k) measurableSet_Ioi fun q hq => ?_
    have hq0 : 0 < q := hq
    rw [drop_integrand hr hk hq0, mul_one_div]
    refine div_le_div_of_nonneg_left hk.le (by positivity)
      (mul_le_mul_of_nonneg_left ?_ (by positivity))
    nlinarith [mul_pos hr (pow_pos hq0 2)]
```

## The limit and the infinite slope

The notation `𝓝[>] 0` means that `k` approaches zero from above, and `atTop` means growth without bound.

```lean
/-- The logarithm `ln(1/k)` grows without bound as `k` decreases to zero. -/
theorem log_diverges : Tendsto (fun k : ℝ => Real.log (1 / k)) (𝓝[>] 0) atTop := by
  simp only [one_div]
  exact Real.tendsto_log_atTop.comp tendsto_inv_nhdsGT_zero
```

In the main theorem, `hU` and `hB` are the limits of the upper and lower bounds after division by $k\ell$. The statement `key` establishes the inequalities for $0<k<\min(1,1/r_0)$, where $\ell>0$ and the explicit bounds apply. The squeeze theorem finishes the argument.

```lean
/-- For `r0 > 0`, the drop of the local repulsion divided by `k ln(1/k)` tends to one as the
doping screening wavevector `k` decreases to zero. -/
theorem drop_asymptotics {r0 : ℝ} (hr : 0 < r0) :
    Tendsto (fun k => localDrop r0 k / (k * Real.log (1 / k))) (𝓝[>] 0) (𝓝 1) := by
  have hi : Tendsto (fun k : ℝ => (Real.log (1 / k))⁻¹) (𝓝[>] 0) (𝓝 0) :=
    tendsto_inv_atTop_zero.comp log_diverges
  have ha : Tendsto (fun k : ℝ => 1 - r0 * k) (𝓝[>] 0) (𝓝 1) := by
    have c : Continuous (fun k : ℝ => 1 - r0 * k) := by fun_prop
    have t := c.tendsto 0
    simp only [mul_zero, sub_zero] at t
    exact t.mono_left nhdsWithin_le_nhds
  have hU : Tendsto (fun k : ℝ => (1 - Real.log r0 * (Real.log (1 / k))⁻¹) / (1 - r0 * k))
      (𝓝[>] 0) (𝓝 1) := by
    have t := ((hi.const_mul (Real.log r0)).const_sub 1).div ha one_ne_zero
    rw [mul_zero, sub_zero, div_one] at t
    exact t
  have hB : Tendsto (fun k : ℝ => ((1 - Real.log r0 * (Real.log (1 / k))⁻¹) / (1 - r0 * k)
      - (Real.log (1 / k))⁻¹) / (1 - r0 * k)) (𝓝[>] 0) (𝓝 1) := by
    have t := (hU.sub hi).div ha one_ne_zero
    rw [sub_zero, div_one] at t
    exact t
  -- divide the explicit bounds by `k ln(1/k)`
  have key : ∀ᶠ k in 𝓝[>] (0 : ℝ),
      ((1 - Real.log r0 * (Real.log (1 / k))⁻¹) / (1 - r0 * k)
        - (Real.log (1 / k))⁻¹) / (1 - r0 * k) ≤ localDrop r0 k / (k * Real.log (1 / k)) ∧
      localDrop r0 k / (k * Real.log (1 / k))
        ≤ (1 - Real.log r0 * (Real.log (1 / k))⁻¹) / (1 - r0 * k) := by
    filter_upwards [Ioo_mem_nhdsGT (lt_min one_pos (one_div_pos.2 hr))] with k hk
    have hk0 : 0 < k := hk.1
    have hk1 : k < 1 := hk.2.trans_le (min_le_left _ _)
    have hkr : k * r0 < 1 := (lt_div_iff₀ hr).1 (hk.2.trans_le (min_le_right _ _))
    have hl : 0 < Real.log (1 / k) := Real.log_pos ((one_lt_div hk0).2 hk1)
    have hL : Real.log (1 / (r0 * k)) = Real.log (1 / k) - Real.log r0 := by
      rw [one_div, one_div, Real.log_inv, Real.log_inv, Real.log_mul hr.ne' hk0.ne']
      ring
    have b := drop_bounds hr hk0 (by linarith)
    rw [hL] at b
    generalize Real.log (1 / k) = l at b hl ⊢
    have e : l⁻¹ * l = 1 := inv_mul_cancel₀ hl.ne'
    rw [le_div_iff₀ (mul_pos hk0 hl), div_le_iff₀ (mul_pos hk0 hl)]
    constructor
    · refine le_of_eq_of_le ?_ b.1
      linear_combination
        (-(k / (1 - r0 * k)) * (Real.log r0 / (1 - r0 * k) + 1)) * e
    · refine le_of_le_of_eq b.2 ?_
      linear_combination (k * Real.log r0 / (1 - r0 * k)) * e
  exact tendsto_of_tendsto_of_tendsto_of_le_of_le' hB hU
    (key.mono fun _ h => h.1) (key.mono fun _ h => h.2)
```

The last theorem multiplies a ratio tending to 1 by the diverging logarithm.

```lean
/-- For `r0 > 0`, the drop of the local repulsion per unit `k` grows without bound as `k`
decreases to zero. -/
theorem drop_superlinear {r0 : ℝ} (hr : 0 < r0) :
    Tendsto (fun k => localDrop r0 k / k) (𝓝[>] 0) atTop := by
  refine ((drop_asymptotics hr).pos_mul_atTop one_pos log_diverges).congr' ?_
  filter_upwards [log_diverges.eventually_gt_atTop 0] with k hl
  rw [← div_div, div_mul_cancel₀ _ hl.ne']

end

end DopedLayerScreening
```

```lean
#print axioms DopedLayerScreening.drop_superlinear
-- 'DopedLayerScreening.drop_superlinear' depends on axioms: [propext, Classical.choice, Quot.sound]
```
